# A Ginzburg–Landau film no thicker than \(\pi\xi\) is normal if its order parameter vanishes at both surfaces

If the surfaces of a superconducting film force the order parameter to zero, and the film is at most \(\pi\) coherence lengths thick, then the field-free Ginzburg–Landau equation across the film has no superconducting solution. This holds for every solution, not only for energy minima, and it includes the thickness \(\pi\xi\) itself.

In Ginzburg–Landau theory the coherence length \(\xi\) diverges at the bulk transition temperature. Within this one-dimensional model without a magnetic field, a film of fixed thickness is therefore normal over a range of temperatures below that transition.

```lean
import Mathlib

open Set Filter
open scoped Real Topology

namespace CriticalFilmThickness

noncomputable section
```

## The film and its order parameter

The coordinate \(x\) runs across the film from \(0\) to \(L\). The order parameter \(\psi(x)\), in units of its bulk magnitude, obeys
\[
\xi^2\psi''+\psi-|\psi|^2\psi=0,\qquad \psi(0)=\psi(L)=0 .
\]
The boundary condition is postulated. It stands for the limit of strong pair breaking, in which the extrapolation length at the surface is zero. An insulating surface would instead impose \(\psi'=0\), and then a constant \(\psi\) with \(|\psi|=1\) solves the equation at any thickness.

`IsFilmState` collects these conditions. The values of \(\psi\) lie in a real inner product space `E`, which may be \(\mathbb R\), \(\mathbb C\) regarded as a real plane, or a space of several components that share one \(\xi\) and are coupled only through the total \(|\psi|^2\). The functions `ψ'` and `ψ''` are the first and second derivatives on the closed interval, one-sided at its ends. Variation along the film is left out.

```lean
/-- An order parameter `ψ` with first and second derivatives `ψ'`, `ψ''` that solves the
Ginzburg-Landau equation with coherence length `ξ` in a film `[0, L]` and vanishes at both
surfaces. Its values may be real, complex or multi-component. -/
structure IsFilmState {E : Type*} [NormedAddCommGroup E] [InnerProductSpace ℝ E]
    (ξ L : ℝ) (ψ ψ' ψ'' : ℝ → E) : Prop where
  deriv_one : ∀ x ∈ Icc 0 L, HasDerivWithinAt ψ (ψ' x) (Icc 0 L) x
  deriv_two : ∀ x ∈ Icc 0 L, HasDerivWithinAt ψ' (ψ'' x) (Icc 0 L) x
  field_eq : ∀ x ∈ Icc 0 L, ξ ^ 2 • ψ'' x + ψ x - ‖ψ x‖ ^ 2 • ψ x = 0
  left : ψ 0 = 0
  right : ψ L = 0
```

The solution compares a real profile \(f\) with the standing wave \(\sin kx\), through
\[
Q(x)=f(x)\,u(x),\qquad u(x)=f'(x)-k\cos(kx)\,\frac{f(x)}{\sin kx}.
\]
In Lean, \(Q\) is `comparison k f f'`. At a surface where \(f\) and the sine both vanish, Lean gives the quotient the value zero, but the factor \(f\) makes \(Q\) zero there whatever the quotient is.

```lean
/-- The comparison function `f (f' - k f cot (k x))`, which measures a profile `f` against the
standing wave `sin (k x)`. -/
def comparison (k : ℝ) (f f' : ℝ → ℝ) (x : ℝ) : ℝ :=
  f x * (f' x - k * Real.cos (k * x) * (f x / Real.sin (k * x)))
```

## (a) The comparison function at a surface

**Task.** Let \(k\neq0\), and let \(e\) be a point with \(f(e)=0\) and \(\sin ke=0\). Suppose that \(f\) has derivative \(f'(e)\) at \(e\) and that \(f'\) is continuous there. Show that
\[
\lim_{y\to e}Q(y)=0=Q(e).
\]

**Solution.** Both \(f\) and the sine vanish at \(e\), so for \(y\ne e\) near \(e\) their ratio is a ratio of difference quotients:
\[
\frac{f(y)}{\sin ky}
=\frac{\bigl(f(y)-f(e)\bigr)/(y-e)}{\bigl(\sin ky-\sin ke\bigr)/(y-e)}
\longrightarrow\frac{f'(e)}{k\cos ke}.
\]
The denominator of the limit is nonzero, because \(\sin ke=0\) gives \(\cos ke=\pm1\). Hence \(u(y)\) has a finite limit. Since \(f(y)\to0\), the product \(Q(y)=f(y)u(y)\) tends to zero.

In the Lean statement, \(y\) approaches \(e\) within a set `S`, which will be the film. The limit `r` is the quotient of the two slopes, and `r'` rewrites it as the ratio above. The limits are taken with \(e\) removed, and `continuousWithinAt_sdiff_self` restores the point.

```lean
/-- Let `k ≠ 0`, and let `f` have derivative `f' e` within `S` at a point `e` where `f` and the
standing wave `sin (k x)` both vanish. If `f'` is continuous at `e` within `S`, then so is the
comparison function. -/
theorem comparison_continuousWithinAt {k e : ℝ} {S : Set ℝ} {f f' : ℝ → ℝ} (hk : k ≠ 0)
    (hf : HasDerivWithinAt f (f' e) S e) (hf' : ContinuousWithinAt f' S e)
    (hfe : f e = 0) (hs : Real.sin (k * e) = 0) :
    ContinuousWithinAt (comparison k f f') S e := by
  have hsin : HasDerivWithinAt (fun y => Real.sin (k * y)) (Real.cos (k * e) * k) S e :=
    (((hasDerivAt_id' e).const_mul k).congr_deriv (mul_one k)).sin.hasDerivWithinAt
  have hc0 : Real.cos (k * e) * k ≠ 0 := by
    refine mul_ne_zero (fun h => ?_) hk
    have := Real.sin_sq_add_cos_sq (k * e)
    rw [hs, h] at this
    norm_num at this
  -- the ratio of profile and wave tends to the ratio of their slopes
  have r := (hasDerivWithinAt_iff_tendsto_slope.1 hf).div
    (hasDerivWithinAt_iff_tendsto_slope.1 hsin) hc0
  have r' : Tendsto (fun y => f y / Real.sin (k * y)) (𝓝[S \ {e}] e)
      (𝓝 (f' e / (Real.cos (k * e) * k))) := by
    refine r.congr' ?_
    filter_upwards [self_mem_nhdsWithin] with y hy
    have hne : y - e ≠ 0 := sub_ne_zero.2 hy.2
    simp only [Pi.div_apply, slope_def_field, hfe, hs, sub_zero]
    exact div_div_div_cancel_right₀ hne _ _
  have hcos : Continuous fun y : ℝ => k * Real.cos (k * y) := by fun_prop
  have T := (hf.continuousWithinAt.mono Set.sdiff_subset).tendsto.mul
    ((hf'.mono Set.sdiff_subset).tendsto.sub (hcos.continuousWithinAt.tendsto.mul r'))
  rw [hfe, zero_mul] at T
  have q : comparison k f f' e = 0 := by rw [comparison, hfe, zero_mul]
  rw [← continuousWithinAt_sdiff_self]
  unfold ContinuousWithinAt
  rw [q]
  exact T
```

## (b) The derivative inside the film

**Task.** Where \(\sin kx\neq0\) and \(f\) is twice differentiable, show that
\[
Q'=u^2+f f''+k^2f^2 .
\]

**Solution.** Put \(r=f/\sin kx\), so that \(u=f'-k\cos(kx)\,r\). The quotient rule gives
\[
r'=\frac{f'\sin kx-kf\cos kx}{\sin^2kx}=\frac{u}{\sin kx}.
\]
Therefore
\[
u'=f''+k^2\sin(kx)\,r-k\cos(kx)\,r'
=f''+k^2f-k\,\frac{\cos kx}{\sin kx}\,u .
\]
Insert this into \(Q'=f'u+fu'\) and collect the terms in \(u\):
\[
Q'=\Bigl(f'-k\,\frac{\cos kx}{\sin kx}\,f\Bigr)u+ff''+k^2f^2
=u^2+ff''+k^2f^2 .
\]

Lean writes `a` for \(f''(x)\). It assembles the derivative from the product and quotient rules, and `linear_combination` matches it to the target using only \(\sin kx\cdot(\sin kx)^{-1}=1\).

```lean
/-- Where the standing wave `sin (k x)` is nonzero, the derivative of the comparison function
is a square plus `f f'' + k² f²`. -/
theorem comparison_hasDerivAt {k x a : ℝ} {f f' : ℝ → ℝ} (hf : HasDerivAt f (f' x) x)
    (hf' : HasDerivAt f' a x) (hs : Real.sin (k * x) ≠ 0) :
    HasDerivAt (comparison k f f')
      ((f' x - k * Real.cos (k * x) * (f x / Real.sin (k * x))) ^ 2
        + (f x * a + k ^ 2 * f x ^ 2)) x := by
  unfold comparison
  have hlin : HasDerivAt (fun y : ℝ => k * y) k x :=
    ((hasDerivAt_id' x).const_mul k).congr_deriv (mul_one k)
  have hsin : HasDerivAt (fun y => Real.sin (k * y)) (Real.cos (k * x) * k) x := hlin.sin
  have hcos : HasDerivAt (fun y => Real.cos (k * y)) (-Real.sin (k * x) * k) x := hlin.cos
  have hi := mul_inv_cancel₀ hs
  refine (hf.fun_mul (hf'.fun_sub
    ((hcos.const_mul k).fun_mul (hf.fun_div hsin hs)))).congr_deriv ?_
  linear_combination (k ^ 2 * f x ^ 2
    - k * Real.cos (k * x) * f x * f' x * (Real.sin (k * x))⁻¹) * hi
```

## (c) One real component in a thin film

**Task.** Let \(0<L\le\pi\xi\), and let \(w\ge0\) be a function on \([0,L]\). Suppose that \(f\) is twice differentiable, satisfies \(\xi^2f''+f=wf\), and vanishes at \(0\) and \(L\). Show that, throughout the film,
\[
w f^2=0 .
\]

**Solution.** Choose \(k=\pi/L\). Then \(k\xi\ge1\), and \(\sin kx>0\) for \(0<x<L\). Multiplying the equation by \(f\) gives \(\xi^2ff''=wf^2-f^2\), hence
\[
\xi^2\bigl(ff''+k^2f^2\bigr)=wf^2+(k^2\xi^2-1)f^2\ \ge\ wf^2\ \ge\ 0 .
\]
This is where the thinness of the film enters. By (b), \(Q'\ge0\) inside the film. By (a), \(Q\) is continuous up to both surfaces and is zero there. A nondecreasing function with equal end values is constant, so \(Q=0\) on \([0,L]\), and \(Q'=0\) inside.

Now \(Q'\) is the sum of the nonnegative terms \(u^2\) and \(ff''+k^2f^2\), so the second is zero. The displayed inequality then gives \(0\le wf^2\le0\). At the surfaces \(f=0\), and the claim is immediate.

The conclusion is \(wf^2=0\) and not \(f=0\) for a reason: with \(w=0\) and \(L=\pi\xi\), the nonzero function \(\sin(x/\xi)\) satisfies every hypothesis.

```lean
/-- In a film with `L ≤ π ξ`, a real component `f` that vanishes at both surfaces and obeys
`ξ² f'' + f = w f` with `w ≥ 0` satisfies `w f² = 0` everywhere. -/
theorem component_suppressed {ξ L : ℝ} {f f' f'' w : ℝ → ℝ} (hL : 0 < L) (hLξ : L ≤ π * ξ)
    (hf : ∀ x ∈ Icc 0 L, HasDerivWithinAt f (f' x) (Icc 0 L) x)
    (hf' : ∀ x ∈ Icc 0 L, HasDerivWithinAt f' (f'' x) (Icc 0 L) x)
    (heq : ∀ x ∈ Icc 0 L, ξ ^ 2 * f'' x + f x - w x * f x = 0)
    (hw : ∀ x ∈ Icc 0 L, 0 ≤ w x) (h0 : f 0 = 0) (h1 : f L = 0) :
    ∀ x ∈ Icc 0 L, w x * f x ^ 2 = 0 := by
  obtain ⟨k, hk, hkL⟩ : ∃ k : ℝ, 0 < k ∧ k * L = π :=
    ⟨π / L, div_pos Real.pi_pos hL, div_mul_cancel₀ _ hL.ne'⟩
  have hkξ : 1 ≤ k * ξ := by
    rw [← hkL] at hLξ
    exact le_of_mul_le_mul_left (by linarith) hL
  have hξ2 : 0 < ξ ^ 2 := by
    have : ξ ≠ 0 := by
      rintro rfl
      norm_num at hkξ
    positivity
  have m0 : (0 : ℝ) ∈ Icc 0 L := ⟨le_rfl, hL.le⟩
  have mL : L ∈ Icc 0 L := ⟨hL.le, le_rfl⟩
  have hder : ∀ x ∈ Ioo 0 L, HasDerivAt (comparison k f f') _ x := fun x hx =>
    comparison_hasDerivAt ((hf x (Ioo_subset_Icc_self hx)).hasDerivAt (Icc_mem_nhds hx.1 hx.2))
      ((hf' x (Ioo_subset_Icc_self hx)).hasDerivAt (Icc_mem_nhds hx.1 hx.2))
      (Real.sin_pos_of_pos_of_lt_pi (mul_pos hk hx.1)
        (by rw [← hkL]; exact mul_lt_mul_of_pos_left hx.2 hk)).ne'
  -- thinness of the film enters here
  have hp : ∀ x ∈ Icc 0 L, w x * f x ^ 2 ≤ ξ ^ 2 * (f x * f'' x + k ^ 2 * f x ^ 2) := by
    intro x hx
    have a : 0 ≤ ((k * ξ) ^ 2 - 1) * f x ^ 2 := mul_nonneg (by nlinarith) (sq_nonneg _)
    linear_combination a - f x * heq x hx
  have hp0 : ∀ x ∈ Icc 0 L, 0 ≤ f x * f'' x + k ^ 2 * f x ^ 2 := by
    intro x hx
    have a := mul_nonneg (hw x hx) (sq_nonneg (f x))
    exact le_of_mul_le_mul_left (by rw [mul_zero]; linarith [hp x hx]) hξ2
  have hcont : ContinuousOn (comparison k f f') (Icc 0 L) := by
    intro x hx
    rcases eq_or_lt_of_le hx.1 with h | h
    · rw [← h]
      exact comparison_continuousWithinAt hk.ne' (hf 0 m0) (hf' 0 m0).continuousWithinAt h0
        (by rw [mul_zero, Real.sin_zero])
    rcases eq_or_lt_of_le hx.2 with h' | h'
    · rw [h']
      exact comparison_continuousWithinAt hk.ne' (hf L mL) (hf' L mL).continuousWithinAt h1
        (by rw [hkL, Real.sin_pi])
    · exact (hder x ⟨h, h'⟩).continuousAt.continuousWithinAt
  have hmono : MonotoneOn (comparison k f f') (Icc 0 L) := by
    apply monotoneOn_of_deriv_nonneg (convex_Icc 0 L) hcont <;> rw [interior_Icc] <;> intro x hx
    · exact (hder x hx).differentiableAt.differentiableWithinAt
    · rw [(hder x hx).deriv]
      exact add_nonneg (sq_nonneg _) (hp0 x (Ioo_subset_Icc_self hx))
  -- monotone and zero at both surfaces, hence zero throughout
  have hzero : ∀ x ∈ Icc 0 L, comparison k f f' x = 0 := by
    intro x hx
    have a := hmono m0 hx hx.1
    have b := hmono hx mL hx.2
    have qa : comparison k f f' 0 = 0 := by rw [comparison, h0, zero_mul]
    have qb : comparison k f f' L = 0 := by rw [comparison, h1, zero_mul]
    linarith
  intro x hx
  rcases eq_or_lt_of_le hx.1 with h | h
  · rw [← h, h0]; ring
  rcases eq_or_lt_of_le hx.2 with h' | h'
  · rw [h', h1]; ring
  have hz : HasDerivAt (comparison k f f') 0 x :=
    (hasDerivAt_const x (0 : ℝ)).congr_of_eventuallyEq (by
      filter_upwards [Icc_mem_nhds h h'] with y hy using hzero y hy)
  have hu := (hder x ⟨h, h'⟩).unique hz
  have hsq := sq_nonneg (f' x - k * Real.cos (k * x) * (f x / Real.sin (k * x)))
  have hpx : f x * f'' x + k ^ 2 * f x ^ 2 = 0 := le_antisymm (by linarith) (hp0 x hx)
  have hfin := hp x hx
  rw [hpx, mul_zero] at hfin
  exact le_antisymm hfin (mul_nonneg (hw x hx) (sq_nonneg _))
```

In the code, `hp` is the inequality that contains \(wf^2\), and `hp0` is the resulting sign of \(ff''+k^2f^2\). The facts `hcont`, `hmono` and `hzero` state that \(Q\) is continuous, monotone and zero. Uniqueness of the derivative, in `hu`, then equates the formula from (b) with zero.

The proof turns on Mathlib's `monotoneOn_of_deriv_nonneg`. For a function on a convex set of real numbers, it asks for continuity on the whole set, but for differentiability and a nonnegative derivative only in the interior. The conclusion is monotonicity on the whole set, boundary included. This suits \(Q\), whose formula contains a division by \(\sin kx\) that degenerates at both surfaces: (a) supplies the continuity there, (b) supplies the derivative inside, and no derivative of \(Q\) at a surface is needed.

## (d) The full order parameter

**Task.** Let \(0<L\le\pi\xi\), and let \(\psi\) solve the film problem with values in any real inner product space. Show that
\[
\psi(x)=0\qquad\text{for all }x\in[0,L].
\]

**Solution.** Fix \(x\) and project on the direction that \(\psi\) has at this point:
\[
f(y)=\langle\psi(x),\psi(y)\rangle,\qquad w(y)=|\psi(y)|^2 .
\]
The projection is linear and continuous, so it commutes with differentiation. The Ginzburg–Landau equation becomes \(\xi^2f''+f=wf\), with \(f(0)=f(L)=0\). Part (c), evaluated at \(y=x\), gives
\[
0=w(x)f(x)^2=|\psi(x)|^2\bigl(|\psi(x)|^2\bigr)^2=|\psi(x)|^6 ,
\]
and so \(\psi(x)=0\). Since \(x\) was arbitrary, the film is normal throughout.

In Lean the projection is the continuous linear map `l`, obtained from `innerSL ℝ (ψ x)`. The term `key` is part (c) applied to it, and `h6` is the vanishing sixth power.

```lean
/-- In a film of thickness `0 < L ≤ π ξ` whose order parameter is zero at both surfaces, every
solution of the Ginzburg-Landau equation vanishes identically. -/
theorem thin_film_is_normal {E : Type*} [NormedAddCommGroup E] [InnerProductSpace ℝ E]
    {ξ L : ℝ} {ψ ψ' ψ'' : ℝ → E} (hL : 0 < L) (hLξ : L ≤ π * ξ)
    (h : IsFilmState ξ L ψ ψ' ψ'') : ∀ x ∈ Icc 0 L, ψ x = 0 := by
  intro x hx
  -- project the order parameter on its own direction at the point x
  obtain ⟨l, hl⟩ : ∃ l : E →L[ℝ] ℝ, l (ψ x) = ‖ψ x‖ ^ 2 :=
    ⟨innerSL ℝ (ψ x), real_inner_self_eq_norm_sq (ψ x)⟩
  have key : ‖ψ x‖ ^ 2 * (l (ψ x)) ^ 2 = 0 :=
    component_suppressed (f := fun y => l (ψ y)) (f' := fun y => l (ψ' y))
      (f'' := fun y => l (ψ'' y)) (w := fun y => ‖ψ y‖ ^ 2) hL hLξ
      (fun y hy => l.hasFDerivAt.comp_hasDerivWithinAt y (h.deriv_one y hy))
      (fun y hy => l.hasFDerivAt.comp_hasDerivWithinAt y (h.deriv_two y hy))
      (fun y hy => by
        have e := congrArg l (h.field_eq y hy)
        simpa only [map_add, map_sub, map_smul, smul_eq_mul, map_zero] using e)
      (fun y _ => sq_nonneg _) (by simp [h.left]) (by simp [h.right]) x hx
  rw [hl] at key
  have h6 : ‖ψ x‖ ^ 6 = 0 := by linear_combination key
  exact norm_eq_zero.mp ((pow_eq_zero_iff (by norm_num)).mp h6)
```

The theorem gives one side of a critical thickness. To call \(\pi\xi\) the exact threshold, one would also need a nonzero solution for every larger \(L\), and the theorem doesn't supply it.

The same argument covers a neighbouring equation with an additional local pair-breaking term \(V(x)\ge0\),
\[
\xi^2\psi''+\psi-\bigl(|\psi|^2+V\bigr)\psi=0 .
\]
With \(w=|\psi|^2+V\), part (c) yields \((|\psi(x)|^2+V(x))\,|\psi(x)|^4=0\), which again forces \(\psi(x)=0\). A vector potential parallel to the film produces such a term, proportional to its square, if both it and \(\psi\) depend only on \(x\).

## (e) The real equation in units of the coherence length

**Task.** Let \(0<L\le\pi\), and let \(f\) be a real, twice differentiable function on \([0,L]\) with \(f(0)=f(L)=0\). Show that
\[
f''+f-f^3=0\ \text{ on }[0,L]\quad\Longrightarrow\quad f=0\ \text{ on }[0,L].
\]

**Solution.** Take \(\xi=1\) and \(\psi=f\) in (d). For a real number \(|f|^2f=f^3\), so the two equations agree, and \(L\le\pi\) is the thickness condition.

The Lean proof makes the same substitution.

```lean
/-- With lengths in units of the coherence length, a real solution of `f'' + f - f³ = 0` that
vanishes at both ends of `[0, L]` with `0 < L ≤ π` is identically zero. -/
theorem real_thin_film_is_normal {L : ℝ} {f f' f'' : ℝ → ℝ} (hL : 0 < L) (hLπ : L ≤ π)
    (hf : ∀ x ∈ Icc 0 L, HasDerivWithinAt f (f' x) (Icc 0 L) x)
    (hf' : ∀ x ∈ Icc 0 L, HasDerivWithinAt f' (f'' x) (Icc 0 L) x)
    (heq : ∀ x ∈ Icc 0 L, f'' x + f x - f x ^ 3 = 0) (h0 : f 0 = 0) (h1 : f L = 0) :
    ∀ x ∈ Icc 0 L, f x = 0 :=
  thin_film_is_normal (ξ := 1) hL (by rwa [mul_one])
    ⟨hf, hf', fun x hx => by
      simp only [smul_eq_mul, Real.norm_eq_abs, sq_abs]
      linear_combination heq x hx, h0, h1⟩

end

end CriticalFilmThickness
```

```lean
#print axioms CriticalFilmThickness.thin_film_is_normal
-- 'CriticalFilmThickness.thin_film_is_normal' depends on axioms: [propext, Classical.choice, Quot.sound]
#print axioms CriticalFilmThickness.real_thin_film_is_normal
-- 'CriticalFilmThickness.real_thin_film_is_normal' depends on axioms: [propext, Classical.choice, Quot.sound]
```
